# With one self-energy pole of positive weight, the broadened quasiparticle equation has a unique real solution for every bare energy exactly when η² is at least the weight

A quasiparticle energy is taken here to be a real number w that solves w = e + Re Σ(w), where e is the bare energy and Σ is a self-energy whose poles are broadened by η; the imaginary part of Σ does not enter the equation.

In Lean 4 with Mathlib:

```lean
import Mathlib

open Set

namespace BroadenedQuasiparticle

noncomputable section

/-- Real part of a self-energy pole of weight `b` at frequency `d` with broadening `η`,
evaluated at the real frequency `w`; the domain is `η ≠ 0` or `w ≠ d`. -/
def pole (b d η w : ℝ) : ℝ := b * (w - d) / ((w - d) ^ 2 + η ^ 2)

/-- Real part of a self-energy with finitely many poles of weights `b k` at `d k` and a common
broadening `η`; the domain is `η ≠ 0` or `w` different from every `d k`. -/
def selfEnergy {ι : Type*} [Fintype ι] (b d : ι → ℝ) (η w : ℝ) : ℝ :=
  ∑ k, pole (b k) (d k) η w

/-- For positive weight and broadening, a pole term rises between two frequencies `x < y`
by strictly less than `b / η ^ 2` times their distance. -/
theorem pole_sub_lt {b d η x y : ℝ} (hb : 0 < b) (hη : 0 < η) (hxy : x < y) :
    pole b d η y - pole b d η x < b / η ^ 2 * (y - x) := by
  have hA : 0 < (x - d) ^ 2 + η ^ 2 := by positivity
  have hB : 0 < (y - d) ^ 2 + η ^ 2 := by positivity
  have hyx : 0 < y - x := sub_pos.2 hxy
  have hq : 0 < (x - d) ^ 2 + (y - d) ^ 2 + (x - d) * (y - d) := by
    nlinarith [sq_nonneg ((x - d) + (y - d)), mul_pos hyx hyx]
  -- the gap between the two sides is an explicit positive fraction
  have key : b / η ^ 2 * (y - x) - (pole b d η y - pole b d η x) =
      b * (y - x) * ((x - d) ^ 2 * (y - d) ^ 2 +
        η ^ 2 * ((x - d) ^ 2 + (y - d) ^ 2 + (x - d) * (y - d))) /
        (η ^ 2 * ((x - d) ^ 2 + η ^ 2) * ((y - d) ^ 2 + η ^ 2)) := by
    have hA' := hA.ne'
    have hB' := hB.ne'
    unfold pole
    field_simp
    ring
  have hpos : 0 < b / η ^ 2 * (y - x) - (pole b d η y - pole b d η x) := by
    rw [key]
    positivity
  linarith

/-- For positive weight and broadening, a pole term never exceeds `b / (2 η)` in magnitude. -/
theorem abs_pole_le {b η : ℝ} (hb : 0 < b) (hη : 0 < η) (d w : ℝ) :
    |pole b d η w| ≤ b / (2 * η) := by
  have hA : 0 < (w - d) ^ 2 + η ^ 2 := by positivity
  have h2 : 0 < 2 * η := by positivity
  unfold pole
  rw [abs_le]
  constructor
  · rw [← neg_div, div_le_div_iff₀ h2 hA]
    nlinarith [mul_nonneg hb.le (sq_nonneg (w - d + η))]
  · rw [div_le_div_iff₀ hA h2]
    nlinarith [mul_nonneg hb.le (sq_nonneg (w - d - η))]

/-- A pole term with positive broadening is a continuous function of frequency. -/
theorem continuous_pole {η : ℝ} (hη : 0 < η) (b d : ℝ) : Continuous (pole b d η) := by
  change Continuous fun w => b * (w - d) / ((w - d) ^ 2 + η ^ 2)
  exact Continuous.div (by fun_prop) (by fun_prop) (fun w => by positivity)

/-- For any number of poles with positive weights and positive broadening, the quasiparticle
equation has exactly one real solution for every `e` if the total weight is at most `η ^ 2`. -/
theorem existsUnique_of_total_weight_le {ι : Type*} [Fintype ι] {b : ι → ℝ} {η : ℝ}
    (hb : ∀ k, 0 < b k) (hη : 0 < η) (h : ∑ k, b k ≤ η ^ 2) (d : ι → ℝ) (e : ℝ) :
    ∃! w, w = e + selfEnergy b d η w := by
  -- the self-energy rises more slowly than the frequency
  have slow : ∀ x y, x < y → selfEnergy b d η y - selfEnergy b d η x < y - x := by
    intro x y hxy
    rcases isEmpty_or_nonempty ι with hι | hι
    · simpa [selfEnergy] using hxy
    · calc selfEnergy b d η y - selfEnergy b d η x
          = ∑ k, (pole (b k) (d k) η y - pole (b k) (d k) η x) := by
            simp only [selfEnergy, Finset.sum_sub_distrib]
        _ < ∑ k, b k / η ^ 2 * (y - x) :=
            Finset.sum_lt_sum_of_nonempty Finset.univ_nonempty
              (fun k _ => pole_sub_lt (hb k) hη hxy)
        _ = (∑ k, b k) / η ^ 2 * (y - x) := by rw [Finset.sum_div, Finset.sum_mul]
        _ ≤ 1 * (y - x) :=
            mul_le_mul_of_nonneg_right ((div_le_one (by positivity)).2 h) (by linarith)
        _ = y - x := one_mul _
  have bound : ∀ w, |selfEnergy b d η w| ≤ ∑ k, b k / (2 * η) := fun w =>
    (Finset.abs_sum_le_sum_abs _ _).trans
      (Finset.sum_le_sum fun k _ => abs_pole_le (hb k) hη (d k) w)
  have hc : Continuous fun w => w - selfEnergy b d η w :=
    continuous_id.sub (continuous_finsetSum _ fun k _ => continuous_pole hη (b k) (d k))
  generalize ∑ k, b k / (2 * η) = B at bound
  have hB : 0 ≤ B := (abs_nonneg _).trans (bound 0)
  -- existence by the intermediate value theorem
  obtain ⟨w, -, hw⟩ := intermediate_value_Icc (show e - B ≤ e + B by linarith) hc.continuousOn
    (show e ∈ Icc _ _ from
      ⟨by linarith [(abs_le.1 (bound (e - B))).1], by linarith [(abs_le.1 (bound (e + B))).2]⟩)
  have hw' : w - selfEnergy b d η w = e := hw
  refine ⟨w, by change w = e + selfEnergy b d η w; linarith, fun v hv => ?_⟩
  have hv' : v = e + selfEnergy b d η v := hv
  rcases lt_trichotomy v w with hlt | heq | hgt
  · linarith [slow v w hlt]
  · exact heq
  · linarith [slow w v hgt]

/-- If `0 < η` and `η ^ 2 < b`, the quasiparticle equation at `e = d` has exactly three real
solutions, `d` and `d ± √(b - η ^ 2)`. -/
theorem solutions_at_pole {b η : ℝ} (hη : 0 < η) (h : η ^ 2 < b) (d : ℝ) :
    0 < √(b - η ^ 2) ∧ ∀ w, w = d + pole b d η w ↔
      w = d ∨ w = d + √(b - η ^ 2) ∨ w = d - √(b - η ^ 2) := by
  refine ⟨Real.sqrt_pos.2 (by linarith), fun w => ?_⟩
  have hs : √(b - η ^ 2) ^ 2 = b - η ^ 2 := Real.sq_sqrt (by linarith)
  generalize √(b - η ^ 2) = s at hs ⊢
  have hA : (w - d) ^ 2 + η ^ 2 ≠ 0 := by positivity
  -- clearing the denominator leaves a cubic
  have cubic : w = d + pole b d η w ↔ (w - d) * ((w - d) ^ 2 + η ^ 2) = b * (w - d) := by
    rw [← eq_div_iff hA]
    unfold pole
    constructor <;> intro h <;> linarith
  rw [cubic]
  constructor
  · intro h1
    have h2 : (w - d) * ((w - d - s) * (w - d + s)) = 0 := by
      linear_combination h1 - (w - d) * hs
    rcases mul_eq_zero.1 h2 with h3 | h3
    · exact Or.inl (by linarith)
    · rcases mul_eq_zero.1 h3 with h4 | h4
      · exact Or.inr (Or.inl (by linarith))
      · exact Or.inr (Or.inr (by linarith))
  · intro h1
    have h2 : (w - d) * ((w - d - s) * (w - d + s)) = 0 := by
      rcases h1 with h3 | h3 | h3 <;> rw [h3] <;> ring
    linear_combination h2 + (w - d) * hs

/-- For positive weight and broadening, the one-pole quasiparticle equation has exactly one real
solution for every real `e` if and only if `b ≤ η ^ 2`. -/
theorem existsUnique_iff {b η : ℝ} (hb : 0 < b) (hη : 0 < η) (d : ℝ) :
    (∀ e, ∃! w, w = e + pole b d η w) ↔ b ≤ η ^ 2 := by
  constructor
  · intro h
    by_contra hlt
    obtain ⟨hs, H⟩ := solutions_at_pole hη (not_le.1 hlt) d
    have heq := (h d).unique ((H d).2 (Or.inl rfl)) ((H _).2 (Or.inr (Or.inl rfl)))
    linarith
  · intro h e
    have hu := existsUnique_of_total_weight_le (ι := Unit) (b := fun _ => b)
      (fun _ => hb) hη (by simpa using h) (fun _ => d) e
    simpa [selfEnergy] using hu

/-- If `0 < η` and `η ^ 2 < b`, there is an open window of `e` around `d` in which the
quasiparticle equation has at least three distinct real solutions. -/
theorem three_solutions_window {b η : ℝ} (hη : 0 < η) (h : η ^ 2 < b) (d : ℝ) :
    ∃ δ > 0, ∀ e, |e - d| < δ → ∃ w₁ w₂ w₃, w₁ < w₂ ∧ w₂ < w₃ ∧
      w₁ = e + pole b d η w₁ ∧ w₂ = e + pole b d η w₂ ∧ w₃ = e + pole b d η w₃ := by
  have hb : 0 < b := lt_trans (by positivity) h
  obtain ⟨x, hx, hxb⟩ : ∃ x : ℝ, 0 < x ∧ x ^ 2 + η ^ 2 < b := by
    have hs : √(b - η ^ 2) ^ 2 = b - η ^ 2 := Real.sq_sqrt (by linarith)
    exact ⟨√(b - η ^ 2) / 2, half_pos (Real.sqrt_pos.2 (by linarith)), by nlinarith⟩
  have hp : pole b d η (d + x) = b * x / (x ^ 2 + η ^ 2) := by
    unfold pole
    rw [add_sub_cancel_left]
  have hm : pole b d η (d - x) = -(b * x / (x ^ 2 + η ^ 2)) := by
    unfold pole
    rw [show d - x - d = -x by ring, neg_sq, mul_neg, neg_div]
  have hgap : x < b * x / (x ^ 2 + η ^ 2) := by
    rw [lt_div_iff₀ (by positivity)]
    nlinarith [mul_lt_mul_of_pos_left hxb hx]
  generalize b * x / (x ^ 2 + η ^ 2) = p at hp hm hgap
  refine ⟨p - x, by linarith, fun e he => ?_⟩
  obtain ⟨he1, he2⟩ := abs_lt.1 he
  have bound := abs_pole_le hb hη d
  have hB : 0 < b / (2 * η) := by positivity
  generalize b / (2 * η) = B at bound hB
  have hc : Continuous fun w => w - pole b d η w := continuous_id.sub (continuous_pole hη b d)
  -- one crossing in each of three adjacent intervals
  obtain ⟨w₁, m₁, h₁⟩ := intermediate_value_Ioo
    (show d - B - p ≤ d - x by linarith) hc.continuousOn
    (show e ∈ Ioo _ _ from
      ⟨by linarith [(abs_le.1 (bound (d - B - p))).1], by linarith⟩)
  obtain ⟨w₂, m₂, h₂⟩ := intermediate_value_Ioo'
    (show d - x ≤ d + x by linarith) hc.continuousOn
    (show e ∈ Ioo _ _ from ⟨by linarith, by linarith⟩)
  obtain ⟨w₃, m₃, h₃⟩ := intermediate_value_Ioo
    (show d + x ≤ d + B + p by linarith) hc.continuousOn
    (show e ∈ Ioo _ _ from
      ⟨by linarith, by linarith [(abs_le.1 (bound (d + B + p))).2]⟩)
  have h₁' : w₁ - pole b d η w₁ = e := h₁
  have h₂' : w₂ - pole b d η w₂ = e := h₂
  have h₃' : w₃ - pole b d η w₃ = e := h₃
  exact ⟨w₁, w₂, w₃, m₁.2.trans m₂.1, m₂.2.trans m₃.1,
    by linarith, by linarith, by linarith⟩

end

end BroadenedQuasiparticle
```

```lean
#print axioms BroadenedQuasiparticle.existsUnique_of_total_weight_le
#print axioms BroadenedQuasiparticle.existsUnique_iff
#print axioms BroadenedQuasiparticle.three_solutions_window
```

```
'BroadenedQuasiparticle.existsUnique_of_total_weight_le' depends on axioms: [propext, Classical.choice, Quot.sound]
'BroadenedQuasiparticle.existsUnique_iff' depends on axioms: [propext, Classical.choice, Quot.sound]
'BroadenedQuasiparticle.three_solutions_window' depends on axioms: [propext, Classical.choice, Quot.sound]
```

## The equation and its parameters

A pole of weight b at frequency d, moved off the real axis by η, contributes b/(w − d + iη) to the self-energy. Its real part is

pole(w) = b(w − d)/((w − d)² + η²),

which is `pole b d η w` in the file. The sign of iη does not affect the real part, so the formula serves for poles on either side of the axis. The function `selfEnergy` adds finitely many such terms, with weights `b k`, positions `d k` and one common η.

The weight b stands for a squared coupling between the level and an excited configuration, and is assumed positive. The broadening η is a regulator chosen by the user, not a lifetime derived from the interaction. Weights, positions and η stay fixed while w varies, and e is a single number, so there is no self-consistent update and no coupling between orbitals.

The main theorem, `existsUnique_iff`, fixes b > 0, η > 0 and d. It says that the statement "for every real e there is exactly one real w with w = e + pole(w)" is equivalent to b ≤ η². The quantifier over e belongs to the left side of the equivalence. When η² < b, uniqueness therefore fails for some e, not necessarily for all.

This bears on GW-type calculations, where the quasiparticle equation can have several solutions: in the one-pole model with a frozen self-energy, a small broadening removes the divergence at d but leaves the ambiguity.

## Why enough broadening gives one solution

Take two frequencies x < y and write u = x − d and v = y − d. Putting the two pole terms over a common denominator gives

pole(y) − pole(x) = b(v − u)(η² − uv)/((u² + η²)(v² + η²)).

Subtracting this from (b/η²)(y − x) leaves

b(v − u)[u²v² + η²(u² + v² + uv)]/(η²(u² + η²)(v² + η²)).

Since u² + v² + uv = ¾(u + v)² + ¼(v − u)² and u ≠ v, the remainder is positive. A pole term therefore rises by strictly less than b/η² times the distance. This is `pole_sub_lt`: `key` is the identity for the remainder, checked by `field_simp` and `ring`, and `hq` is the positivity of the quadratic form.

A pole term is also bounded. From (|w − d| − η)² ≥ 0 follows 2η|w − d| ≤ (w − d)² + η², and hence

|pole(w)| ≤ b/(2η).

`abs_pole_le` proves the two signs separately, and `continuous_pole` supplies continuity from the nonvanishing denominator.

Now let there be several poles with positive weights bₖ and Σₖ bₖ ≤ η². Summing the first estimate gives, for x < y,

selfEnergy(y) − selfEnergy(x) < (Σₖ bₖ/η²)(y − x) ≤ y − x.

So F(w) = w − selfEnergy(w) is strictly increasing, and F(w) = e has at most one solution. For existence, put B = Σₖ bₖ/(2η). Then F(e − B) ≤ e ≤ F(e + B), and the intermediate value theorem gives a solution between e − B and e + B.

This is `existsUnique_of_total_weight_le`. Its step `slow` is the displayed chain, with the case of no poles treated separately because a strict inequality between sums needs at least one term; in that case w = e. The final `lt_trichotomy` excludes a second solution on either side of the first. Choosing the one-element index type `Unit` gives the one-pole case.

At b = η² the slope of the pole term at d equals 1, so F has zero slope there. The estimate between distinct points remains strict, which is why equality belongs to the unique side.

## Three solutions below the threshold

Suppose η² < b and set e = d. With u = w − d, the equation becomes u = bu/(u² + η²), or

u(u² + η² − b) = 0.

The solutions are w = d and w = d ± √(b − η²), three distinct numbers because the root is positive. In `solutions_at_pole`, the step `cubic` clears the denominator, and `linear_combination` turns the result into the factored form. The main theorem uses two of these solutions: if uniqueness held at e = d, then d and d + √(b − η²) would coincide.

The ambiguity survives a small change of e. Let x now denote an offset from d with 0 < x < √(b − η²), and let p = bx/(x² + η²). Then p > x, and F(w) = w − pole(w) satisfies

F(d − x) = d + (p − x),
F(d + x) = d − (p − x).

Set δ = p − x and take |e − d| < δ. Then F is above e at d − x and below e at d + x. With B = b/(2η), the bound on the pole term also gives

F(d − B − p) ≤ d − p < e < d + p ≤ F(d + B + p).

F thus crosses e once or more in each of three adjacent open intervals, which yields three ordered solutions. In `three_solutions_window` the offset is half of √(b − η²), and the three crossings come from `intermediate_value_Ioo` and its version for a falling pair of endpoint values, `intermediate_value_Ioo'`. The theorem states that some δ > 0 exists and that there are at least three solutions; it does not determine the widest window.

## The case b = 1, d = 0

Measure energies in a unit for which b = 1, and put the pole at d = 0. With η = 0.6, η² = 0.36 lies below b, and √(1 − 0.36) = 0.8. At e = 0 the solutions are −0.8, 0 and 0.8. The last one checks directly: 0.8/(0.64 + 0.36) = 0.8. The offset used in the proof is x = 0.4, which gives p = 0.4/0.52 ≈ 0.769 and δ ≈ 0.369, so e = 0.3 also has at least three solutions.

With η = 1 the equation at e = 0 is w = w/(w² + 1), whose only real solution is 0. Without broadening, the equation w = 1/w has the solutions −1 and 1. The single regularized value lies midway between them and approximates neither, so uniqueness should not be read as accuracy.

## Several poles and unequal broadenings

For several poles, the condition on the total weight is sufficient, and the file gives no converse. Differentiating by hand shows that it can be too strict: a pole term falls wherever |w − d| > η, so two poles of weight η² each, more than 2η apart, still give a unique solution for every e although their total weight is 2η².

The same argument handles a separate broadening ηₖ > 0 for each pole. The increments add up to less than (Σₖ bₖ/ηₖ²)(y − x), and the self-energy is bounded by Σₖ bₖ/(2ηₖ), so the condition

Σₖ bₖ/ηₖ² ≤ 1

again gives one solution for every e. This variant is an informal extension of the theorem for a common η.
